# A lower bound for the one-dimensional, field-free Ginzburg–Landau energy of an order parameter that vanishes at \(x=0\), attained by \(\tanh(x/\sqrt2)\)

A superconductor fills the region \(x \ge 0\), and a strongly pair-breaking material at \(x = 0\) forces the order parameter to vanish there. Recovering quickly costs gradient energy; recovering slowly costs condensation energy. How small can the total be?

Let \(f\) be the order parameter in units of its bulk value, taken real and dependent on \(x\) alone, and measure \(x\) in Ginzburg–Landau coherence lengths. The question is answered here on a finite interval \(0\le x\le L\), with the end values held at \(f(0)=0\) and \(f(L)=\tanh(L/\sqrt2)\). There is no magnetic field, so the energy found here is not the surface energy that separates type I from type II superconductors.

In Lean 4 with Mathlib:

```lean
import Mathlib

open Real Set Filter

namespace GinzburgLandauWall

noncomputable section
```

## Profiles and their energy

An admissible \(f\) is continuously differentiable on \([a,b]\). `Profile f f' a b` carries the slope as a second function `f'`: both are continuous on the closed interval, and `f'` is the derivative of `f` in its interior.

```lean
/-- A real order parameter `f` that is continuously differentiable on `[a, b]`, with slope `f'`. -/
structure Profile (f f' : ℝ → ℝ) (a b : ℝ) : Prop where
  cont : ContinuousOn f (Icc a b)
  cont_slope : ContinuousOn f' (Icc a b)
  slope : ∀ x ∈ Ioo a b, HasDerivAt f (f' x) x
```

Take as unit of energy per area twice the bulk condensation energy density times the coherence length. Measured from the uniform bulk state, the energy per unit area is then
\[
E=\int_a^b\Big[f'^2+\tfrac12(1-f^2)^2\Big]dx .
\]
This functional is taken as the starting point; its derivation from microscopic theory is not treated here.

```lean
/-- The Ginzburg-Landau energy on `[a, b]`: gradient energy plus the cost of leaving
the bulk values `f = ±1`. -/
def energy (f f' : ℝ → ℝ) (a b : ℝ) : ℝ :=
  ∫ x in a..b, ((f' x) ^ 2 + (1 - f x ^ 2) ^ 2 / 2)
```

The candidate minimiser is \(w(x)=\tanh(x/\sqrt2)\), called `wall`.

```lean
/-- The wall profile `tanh (x / √2)`. -/
def wall (x : ℝ) : ℝ := Real.tanh (x / √2)
```

## Completing the square

The factors of \(\sqrt2\) are handled by one identity, \(u/\sqrt2=(\sqrt2/2)\,u\).

```lean
/-- Dividing by `√2` is the same as multiplying by `√2 / 2`. -/
theorem div_sqrt_two (w : ℝ) : w / √2 = √2 / 2 * w := by
  have h2 : √2 * √2 = (2 : ℝ) := Real.mul_self_sqrt (by norm_num)
  rw [div_eq_iff (by positivity)]
  linear_combination (-(w / 2)) * h2
```

Expanding the square gives
\[
f'^2+\tfrac12(1-f^2)^2=\Big(f'-\frac{1-f^2}{\sqrt2}\Big)^2+\sqrt2\,f'(1-f^2),
\]
and the last term is the derivative of \(\sqrt2\,(f-f^3/3)\). Integration therefore leaves the square plus a term fixed by the end values:
\[
E=\int_a^b\Big(f'-\frac{1-f^2}{\sqrt2}\Big)^2dx+\sqrt2\Big[f-\frac{f^3}{3}\Big]_a^b .
\]
In the proof, `key` is the pointwise identity and `ftc` integrates the total derivative.

```lean
/-- Completing the square: for `a ≤ b`, the energy of a continuously differentiable profile on
`[a, b]` is the integral of a square plus a term that depends only on the two end values. -/
theorem energy_eq_square_add_boundary {f f' : ℝ → ℝ} {a b : ℝ} (hab : a ≤ b)
    (h : Profile f f' a b) :
    energy f f' a b = (∫ x in a..b, (f' x - (1 - f x ^ 2) / √2) ^ 2)
      + √2 * ((f b - f b ^ 3 / 3) - (f a - f a ^ 3 / 3)) := by
  obtain ⟨hf, hf', hd⟩ := h
  have h2 : √2 * √2 = (2 : ℝ) := Real.mul_self_sqrt (by norm_num)
  have key : ∀ x, (f' x) ^ 2 + (1 - f x ^ 2) ^ 2 / 2
      = (f' x - (1 - f x ^ 2) / √2) ^ 2 + √2 * (f' x * (1 - f x ^ 2)) := by
    intro x
    rw [div_sqrt_two]
    linear_combination (-((1 - f x ^ 2) ^ 2 / 4)) * h2
  have i1 : IntervalIntegrable (fun x => (f' x - (1 - f x ^ 2) / √2) ^ 2)
      MeasureTheory.volume a b := by
    apply ContinuousOn.intervalIntegrable
    rw [uIcc_of_le hab]
    exact (hf'.sub ((continuousOn_const.sub (hf.pow 2)).div_const _)).pow 2
  have i2 : IntervalIntegrable (fun x => √2 * (f' x * (1 - f x ^ 2)))
      MeasureTheory.volume a b := by
    apply ContinuousOn.intervalIntegrable
    rw [uIcc_of_le hab]
    exact continuousOn_const.mul (hf'.mul (continuousOn_const.sub (hf.pow 2)))
  -- the cross term is a total derivative
  have hc : ContinuousOn (fun x => √2 * (f x - f x ^ 3 / 3)) (Icc a b) :=
    continuousOn_const.mul (hf.sub ((hf.pow 3).div_const _))
  have hG : ∀ x ∈ Ioo a b, HasDerivAt (fun x => √2 * (f x - f x ^ 3 / 3))
      (√2 * (f' x * (1 - f x ^ 2))) x := by
    intro x hx
    refine (((hd x hx).fun_sub (((hd x hx).fun_pow 3).div_const 3)).const_mul √2).congr_deriv ?_
    push_cast
    ring
  have ftc : ∫ x in a..b, √2 * (f' x * (1 - f x ^ 2))
      = √2 * (f b - f b ^ 3 / 3) - √2 * (f a - f a ^ 3 / 3) :=
    intervalIntegral.integral_eq_sub_of_hasDerivAt_of_le hab hc hG i2
  calc energy f f' a b
      = ∫ x in a..b, ((f' x - (1 - f x ^ 2) / √2) ^ 2 + √2 * (f' x * (1 - f x ^ 2))) :=
        intervalIntegral.integral_congr (fun x _ => key x)
    _ = _ := intervalIntegral.integral_add i1 i2
    _ = _ := by rw [ftc]; ring
```

## The equations obeyed by the wall

The square vanishes when \(f'=(1-f^2)/\sqrt2\). Writing \(w=\sinh/\cosh\) and using \(\cosh^2-\sinh^2=1\),
\[
w'=\frac{1}{\sqrt2\,\cosh^2(x/\sqrt2)}=\frac{1-w^2}{\sqrt2}.
\]

```lean
/-- The wall obeys the first-order equation `f' = (1 - f²) / √2`. -/
theorem hasDerivAt_wall (x : ℝ) : HasDerivAt wall ((1 - wall x ^ 2) / √2) x := by
  have hs : HasDerivAt (fun y : ℝ => y / √2) (1 / √2) x := (hasDerivAt_id' x).div_const _
  have hc : Real.cosh (x / √2) ≠ 0 := (Real.cosh_pos _).ne'
  have e : wall = fun y => Real.sinh (y / √2) / Real.cosh (y / √2) :=
    funext fun y => Real.tanh_eq_sinh_div_cosh _
  rw [e]
  refine (hs.sinh.fun_div hs.cosh hc).congr_deriv ?_
  field_simp
```

A second differentiation gives \(w''=-2ww'/\sqrt2=-w(1-w^2)=w^3-w\), which is the Ginzburg–Landau equation \(w''+w-w^3=0\). The theorem also states that \(w'\) is differentiable, so the second derivative is a genuine one.

```lean
/-- The derivative of the wall is differentiable, and the wall solves the Ginzburg-Landau equation
`f'' + f - f³ = 0`. -/
theorem wall_ginzburg_landau (x : ℝ) :
    DifferentiableAt ℝ (deriv wall) x ∧ deriv (deriv wall) x + wall x - wall x ^ 3 = 0 := by
  have h2 : √2 * √2 = (2 : ℝ) := Real.mul_self_sqrt (by norm_num)
  have e : deriv wall = fun y => (1 - wall y ^ 2) / √2 :=
    funext fun y => (hasDerivAt_wall y).deriv
  have h : HasDerivAt (deriv wall) (wall x ^ 3 - wall x) x := by
    rw [e]
    refine ((((hasDerivAt_wall x).fun_pow 2).const_sub 1).div_const √2).congr_deriv ?_
    simp only [div_sqrt_two]
    push_cast
    linear_combination (-(wall x * (1 - wall x ^ 2) / 2)) * h2
  exact ⟨h.differentiableAt, by rw [h.deriv]; ring⟩
```

## Only the wall solves the first-order equation from zero

Suppose \(f(0)=0\) and \(f'=(1-f^2)/\sqrt2\) on \([0,L]\). Subtracting the equation for \(w\),
\[
\frac{d}{dx}(f-w)^2=-\sqrt2\,(f+w)(f-w)^2 .
\]
Choose \(M\ge|f+w|\) on the interval, which compactness allows, and set \(D=(f-w)^2e^{-\sqrt2Mx}\). Then
\[
D'=-\sqrt2\,(f+w+M)\,D\le0 .
\]
Since \(D\ge0\) and \(D(0)=0\), \(D\) is zero throughout and \(f=w\). In the proof, `hD` computes \(D'\) and `hA` records that \(D\) does not increase.

```lean
/-- A continuously differentiable profile on `[0, L]` that vanishes at `0` and obeys
`f' = (1 - f²) / √2` is the wall. -/
theorem eq_wall_of_first_order {f f' : ℝ → ℝ} {L : ℝ} (h : Profile f f' 0 L) (h0 : f 0 = 0)
    (heq : ∀ x ∈ Icc 0 L, f' x = (1 - f x ^ 2) / √2) : ∀ x ∈ Icc 0 L, f x = wall x := by
  have hw : ContinuousOn wall (Icc 0 L) :=
    fun x _ => (hasDerivAt_wall x).continuousAt.continuousWithinAt
  obtain ⟨M, hM⟩ := isCompact_Icc.exists_bound_of_continuousOn (h.cont.add hw)
  -- the damped squared difference from the wall cannot grow
  have hD : ∀ x ∈ Ioo 0 L, HasDerivAt
      (fun y => (f y - wall y) ^ 2 * Real.exp (-(√2 * M) * y))
      (-(√2 * (f x + wall x + M)) * ((f x - wall x) ^ 2 * Real.exp (-(√2 * M) * x))) x := by
    intro x hx
    have h1 := ((h.slope x hx).fun_sub (hasDerivAt_wall x)).fun_pow 2
    have h2 := ((hasDerivAt_id' x).const_mul (-(√2 * M))).exp
    refine (h1.fun_mul h2).congr_deriv ?_
    rw [heq x (Ioo_subset_Icc_self hx)]
    simp only [div_sqrt_two]
    push_cast
    ring
  have hA : AntitoneOn (fun y => (f y - wall y) ^ 2 * Real.exp (-(√2 * M) * y)) (Icc 0 L) := by
    apply antitoneOn_of_deriv_nonpos (convex_Icc 0 L)
    · exact ((h.cont.sub hw).pow 2).mul
        (Real.continuous_exp.comp (continuous_const.mul continuous_id)).continuousOn
    · intro x hx
      rw [interior_Icc] at hx
      exact (hD x hx).differentiableAt.differentiableWithinAt
    · intro x hx
      rw [interior_Icc] at hx
      have hb : |f x + wall x| ≤ M := hM x (Ioo_subset_Icc_self hx)
      rw [(hD x hx).deriv, neg_mul]
      exact neg_nonpos.mpr (mul_nonneg
        (mul_nonneg (Real.sqrt_nonneg _) (by linarith [(abs_le.mp hb).1])) (by positivity))
  intro x hx
  have hz : wall 0 = 0 := by simp [wall]
  have hle : (f x - wall x) ^ 2 * Real.exp (-(√2 * M) * x)
      ≤ (f 0 - wall 0) ^ 2 * Real.exp (-(√2 * M) * 0) :=
    hA (left_mem_Icc.2 (hx.1.trans hx.2)) hx hx.1
  rw [h0, hz, sub_zero, zero_pow two_ne_zero, zero_mul] at hle
  have hsq : (f x - wall x) ^ 2 ≤ 0 := by
    by_contra hn
    have := mul_pos (not_le.mp hn) (Real.exp_pos (-(√2 * M) * x))
    linarith
  exact sub_eq_zero.mp ((pow_eq_zero_iff two_ne_zero).mp (le_antisymm hsq (sq_nonneg _)))
```

## The bound and its equality case

With \(f(0)=0\) and \(L>0\), discarding the nonnegative square leaves
\[
E\ge\sqrt2\Big(f(L)-\frac{f(L)^3}{3}\Big).
\]
If equality holds, the integral of a continuous square is zero, so the square vanishes everywhere and the uniqueness result gives \(f=w\). Conversely, if \(f=w\) on \([0,L]\), the slopes agree in the interior and the square integrates to zero.

The condition \(f(0)=0\) matters. The uniform state \(f\equiv1\) has \(E=0\), while the right-hand side would be \(2\sqrt2/3\).

```lean
/-- A continuously differentiable order parameter on `[0, L]`, `L > 0`, that vanishes at `0` has
energy at least `√2 (f(L) - f(L)³/3)`, with equality exactly for the wall `tanh (x / √2)`. -/
theorem energy_bound {f f' : ℝ → ℝ} {L : ℝ} (hL : 0 < L) (h : Profile f f' 0 L)
    (h0 : f 0 = 0) :
    √2 * (f L - f L ^ 3 / 3) ≤ energy f f' 0 L ∧
      (energy f f' 0 L = √2 * (f L - f L ^ 3 / 3) ↔ ∀ x ∈ Icc 0 L, f x = wall x) := by
  have hid : energy f f' 0 L = (∫ x in (0 : ℝ)..L, (f' x - (1 - f x ^ 2) / √2) ^ 2)
      + √2 * (f L - f L ^ 3 / 3) := by
    rw [energy_eq_square_add_boundary hL.le h, h0]
    ring
  have hnn : 0 ≤ ∫ x in (0 : ℝ)..L, (f' x - (1 - f x ^ 2) / √2) ^ 2 :=
    intervalIntegral.integral_nonneg hL.le (fun x _ => sq_nonneg _)
  refine ⟨by linarith, fun hE => ?_, fun hw => ?_⟩
  · -- a continuous square with zero integral vanishes everywhere
    refine eq_wall_of_first_order h h0 fun x hx => ?_
    by_contra hne
    have hc : ContinuousOn (fun x => (f' x - (1 - f x ^ 2) / √2) ^ 2) (Icc 0 L) :=
      (h.cont_slope.sub ((continuousOn_const.sub (h.cont.pow 2)).div_const _)).pow 2
    have hpos := intervalIntegral.integral_pos hL hc (fun y _ => sq_nonneg _)
      ⟨x, hx, lt_of_le_of_ne (sq_nonneg _) (pow_ne_zero 2 (sub_ne_zero.mpr hne)).symm⟩
    linarith
  · -- the slope of `f` is that of the wall inside the interval
    have hI : ∫ x in (0 : ℝ)..L, (f' x - (1 - f x ^ 2) / √2) ^ 2 = 0 := by
      rw [intervalIntegral.integral_of_le hL.le, MeasureTheory.integral_Ioc_eq_integral_Ioo]
      apply MeasureTheory.setIntegral_eq_zero_of_forall_eq_zero
      intro x hx
      have he : f =ᶠ[nhds x] wall := by
        filter_upwards [Ioo_mem_nhds hx.1 hx.2] with y hy using hw y (Ioo_subset_Icc_self hy)
      rw [(h.slope x hx).unique ((hasDerivAt_wall x).congr_of_eventuallyEq he),
        hw x (Ioo_subset_Icc_self hx), sub_self, zero_pow two_ne_zero]
    rw [hid, hI, zero_add]
```

A competitor with the same end values as the wall has the same lower bound, and the wall attains it. The wall is therefore a minimiser for those end values.

```lean
/-- On `[0, L]`, `L > 0`, the wall has the least energy among continuously differentiable
profiles with the same end values. -/
theorem wall_minimizes {f f' : ℝ → ℝ} {L : ℝ} (hL : 0 < L) (h : Profile f f' 0 L)
    (h0 : f 0 = 0) (hfL : f L = wall L) :
    energy wall (deriv wall) 0 L ≤ energy f f' 0 L := by
  have hw : Continuous wall :=
    continuous_iff_continuousAt.mpr fun x => (hasDerivAt_wall x).continuousAt
  have hp : Profile wall (deriv wall) 0 L :=
    ⟨hw.continuousOn, fun x _ => (wall_ginzburg_landau x).1.continuousAt.continuousWithinAt,
      fun x _ => (hasDerivAt_wall x).differentiableAt.hasDerivAt⟩
  rw [(energy_bound hL hp (by simp [wall])).2.mpr (fun _ _ => rfl), ← hfL]
  exact (energy_bound hL h h0).1
```

## The energy of a long sample

The equality case gives the wall's energy on \([0,L]\) as \(\sqrt2\,(w(L)-w(L)^3/3)\). From
\[
\tanh u=1-\frac{2}{e^{2u}+1}
\]
it follows that \(w(L)\to1\), and the energy tends to \(\sqrt2\,(1-\tfrac13)=2\sqrt2/3\). This is a limit of energies on finite intervals; minimisation over profiles on the half-line is not treated.

For this real, one-dimensional, field-free model, the finite-\(L\) formula gives a numerical Ginzburg–Landau solver a value to converge to when the ends are held at \(0\) and \(w(L)\).

```lean
/-- The energy of the wall on `[0, L]` tends to `2√2/3` as `L` grows. -/
theorem tendsto_energy_wall :
    Tendsto (fun L => energy wall (deriv wall) 0 L) atTop (nhds (2 * √2 / 3)) := by
  -- the order parameter recovers its bulk value far from the wall
  have e : ∀ x, 1 - 2 / (Real.exp (2 * (x / √2)) + 1) = wall x := by
    intro x
    unfold wall
    generalize x / √2 = u
    rw [Real.tanh_eq_sinh_div_cosh, Real.sinh_eq, Real.cosh_eq, Real.exp_neg, two_mul,
      Real.exp_add]
    have hE := Real.exp_pos u
    field_simp
    ring
  have t1 : Tendsto (fun x : ℝ => 2 * (x / √2)) atTop atTop :=
    (tendsto_id.atTop_div_const (by positivity)).const_mul_atTop two_pos
  have t2 := tendsto_atTop_add_const_right atTop (1 : ℝ) (Real.tendsto_exp_atTop.comp t1)
  have tw : Tendsto wall atTop (nhds 1) := by
    have t3 := (t2.const_div_atTop 2).const_sub 1
    rw [sub_zero] at t3
    exact t3.congr e
  have t := (tw.sub ((tw.pow 3).div_const 3)).const_mul √2
  have e1 : √2 * (1 - 1 ^ 3 / 3) = 2 * √2 / 3 := by ring
  rw [e1] at t
  refine t.congr' ?_
  filter_upwards [eventually_gt_atTop 0] with L hL
  have hp : Profile wall (deriv wall) 0 L :=
    ⟨fun x _ => (hasDerivAt_wall x).continuousAt.continuousWithinAt,
      fun x _ => (wall_ginzburg_landau x).1.continuousAt.continuousWithinAt,
      fun x _ => (hasDerivAt_wall x).differentiableAt.hasDerivAt⟩
  exact ((energy_bound hL hp (by simp [wall])).2.mpr (fun _ _ => rfl)).symm

end

end GinzburgLandauWall
```

```lean
#print axioms GinzburgLandauWall.energy_bound
#print axioms GinzburgLandauWall.wall_minimizes
#print axioms GinzburgLandauWall.tendsto_energy_wall
```

```
'GinzburgLandauWall.energy_bound' depends on axioms: [propext, Classical.choice, Quot.sound]
'GinzburgLandauWall.wall_minimizes' depends on axioms: [propext, Classical.choice, Quot.sound]
'GinzburgLandauWall.tendsto_energy_wall' depends on axioms: [propext, Classical.choice, Quot.sound]
```
